# Under a parity-even Hamiltonian, the thermal average of a fixed parity-even property has no linear electric-field term

The property is represented here by a fixed matrix W that does not depend on the electric field. An example is the diamagnetic part of Ramsey's nuclear magnetic shielding, which for a chosen gauge origin is the expectation value of a fixed operator. The paramagnetic part is a second-order response whose states and energies change with the field, and it is not covered.

The field-free Hamiltonian H, the coupling M to a field of strength e, and the parity operator P are also finite complex matrices. For a uniform electric field, M is minus the dipole component along the field; taken about a centre of inversion, it is odd under parity. For the electronic problem with clamped nuclei, H and the diamagnetic shielding operator are both even when the shielded nucleus sits at a centre of inversion of the molecule and the gauge origin is placed there.

## The thermal average as matrices

```lean
import Mathlib

open Matrix
open scoped ComplexOrder

namespace RamseyShieldingParity

noncomputable section

variable {n : Type*} [Fintype n] [DecidableEq n]
```

Mathlib is loaded, and `n` is declared as a finite set of basis labels.

```lean
/-- The Boltzmann operator `exp(-β(H + eM))` of a system with Hamiltonian `H`
coupled through `M` to a field of strength `e`. -/
def boltzmann (β : ℝ) (H M : Matrix n n ℂ) (e : ℝ) : Matrix n n ℂ :=
  NormedSpace.exp (-(β • (H + e • M)))
```

This defines the Boltzmann operator, with β the inverse temperature and `•` multiplication by a scalar:

B(e) = exp(−β(H + eM))

The theorems allow any real β.

```lean
/-- The partition function, the trace of the Boltzmann operator. -/
def partitionFunction (β : ℝ) (H M : Matrix n n ℂ) (e : ℝ) : ℂ :=
  trace (boltzmann β H M e)
```

The partition function is Z(e) = tr B(e).

```lean
/-- The unnormalised thermal average `tr(W exp(-β(H + eM)))` of a property `W`. -/
def weightedTrace (β : ℝ) (H M W : Matrix n n ℂ) (e : ℝ) : ℂ :=
  trace (W * boltzmann β H M e)
```

The weighted trace is the average before normalisation:

w(e) = tr(W B(e))

```lean
/-- The thermal average of a property `W` in the field `e`, meaningful where the partition function
is nonzero; elsewhere Lean's division by zero gives the value 0. -/
def thermalAverage (β : ℝ) (H M W : Matrix n n ℂ) (e : ℝ) : ℂ :=
  weightedTrace β H M W e / partitionFunction β H M e
```

The thermal average is w(e)/Z(e). It is complex-valued because the definition does not require the matrices to be Hermitian.

## Parity reverses the field

```lean
/-- If `P` squares to one, leaves `H` unchanged and reverses the sign of `M`, then
conjugation by `P` reverses the field in the Boltzmann operator. -/
theorem boltzmann_parity (β : ℝ) {H M P : Matrix n n ℂ} (hP : P * P = 1)
    (hH : P * H * P = H) (hM : P * M * P = -M) (e : ℝ) :
    P * boltzmann β H M e * P = boltzmann β H M (-e) := by
  have hinv : P⁻¹ = P := Matrix.inv_eq_right_inv hP
  have hu : IsUnit P := ⟨⟨P, P, hP, hP⟩, rfl⟩
  -- conjugation passes through the exponential
  have h := Matrix.exp_conj P (-(β • (H + e • M))) hu
  rw [hinv] at h
  have hc : P * (-(β • (H + e • M))) * P = -(β • (H + (-e) • M)) := by
    have h1 : P * (-(β • (H + e • M))) * P
        = -(β • (P * H * P + e • (P * M * P))) := by
      simp only [mul_neg, neg_mul, mul_smul_comm, smul_mul_assoc, mul_add, add_mul]
    rw [h1, hH, hM, smul_neg, neg_smul]
  unfold boltzmann
  rw [← h, hc]
```

The named hypotheses in brackets say P² = 1, PHP = H and PMP = −M. The claim after the colon is

P B(e) P = B(−e)

By hand, P² = 1 gives P Aᵏ P = (PAP)ᵏ for every power of a matrix A, so conjugation passes through the exponential series. In the exponent,

P(−β(H + eM))P = −β(H − eM)

Lean takes the first step from `Matrix.exp_conj` and proves the second as `hc`.

```lean
/-- For a parity-even Hamiltonian and a parity-odd field coupling, the weighted trace
of a parity-even property is an even function of the field. -/
theorem weightedTrace_even (β : ℝ) {H M W P : Matrix n n ℂ} (hP : P * P = 1)
    (hH : P * H * P = H) (hM : P * M * P = -M) (hW : P * W * P = W) (e : ℝ) :
    weightedTrace β H M W (-e) = weightedTrace β H M W e := by
  unfold weightedTrace
  rw [← boltzmann_parity β hP hH hM e]
  -- cyclicity of the trace moves the parity operators onto the property
  calc trace (W * (P * boltzmann β H M e * P))
      = trace ((W * P * boltzmann β H M e) * P) := by simp only [mul_assoc]
    _ = trace (P * (W * P * boltzmann β H M e)) := Matrix.trace_mul_comm _ _
    _ = trace (P * W * P * boltzmann β H M e) := by simp only [mul_assoc]
    _ = trace (W * boltzmann β H M e) := by rw [hW]
```

With PWP = W as well, the weighted trace is even. Cyclicity of the trace gives

w(−e) = tr(W P B(e) P) = tr(P W P B(e)) = tr(W B(e)) = w(e)

The `calc` block follows this chain.

## A differentiable even function is flat at the origin

```lean
open scoped Matrix.Norms.Operator in
/-- The weighted trace of any property is a differentiable function of the field. -/
theorem weightedTrace_differentiable (β : ℝ) (H M W : Matrix n n ℂ) :
    Differentiable ℝ (weightedTrace β H M W) := by
  have hexp : Differentiable ℝ (fun A : Matrix n n ℂ => NormedSpace.exp A) :=
    fun A => (NormedSpace.exp_analytic (𝕂 := ℝ) A).differentiableAt
  have harg : Differentiable ℝ (fun e : ℝ => -(β • (H + e • M))) := by fun_prop
  let L : Matrix n n ℂ →ₗ[ℝ] ℂ :=
    (Matrix.traceLinearMap n ℝ ℂ).comp (LinearMap.mulLeft ℝ W)
  exact (LinearMap.toContinuousLinearMap L).differentiable.comp (hexp.comp harg)
```

The weighted trace is differentiable for any W: the exponent is affine in e, the matrix exponential is analytic, and A ↦ tr(WA) is linear. The proof composes these three maps.

```lean
/-- An even function of the field that is differentiable at zero field has zero
slope there. -/
theorem hasDerivAt_zero_of_even {f : ℝ → ℂ} (hf : DifferentiableAt ℝ f 0)
    (he : ∀ e, f (-e) = f e) : HasDerivAt f 0 0 := by
  have h := deriv_comp_neg f 0
  have hfe : (fun x => f (-x)) = f := funext he
  rw [hfe, neg_zero] at h
  have h0 : deriv f 0 = 0 := by linear_combination h / 2
  have h1 := hf.hasDerivAt
  rwa [h0] at h1
```

In `HasDerivAt f 0 0`, the first zero is the slope and the second is the point. Differentiating f(−e) = f(e) at the origin gives

−f′(0) = f′(0)

and hence f′(0) = 0.

```lean
/-- For a parity-even Hamiltonian and a parity-odd field coupling, the weighted trace
of a parity-even property has zero derivative at zero field. -/
theorem weightedTrace_no_linear_term (β : ℝ) {H M W P : Matrix n n ℂ}
    (hP : P * P = 1) (hH : P * H * P = H) (hM : P * M * P = -M)
    (hW : P * W * P = W) : HasDerivAt (weightedTrace β H M W) 0 0 :=
  hasDerivAt_zero_of_even (weightedTrace_differentiable β H M W 0)
    (weightedTrace_even β hP hH hM hW)
```

Applied to the weighted trace, this gives w′(0) = 0.

## Dividing by the partition function

```lean
/-- For a Hermitian Hamiltonian and a Hermitian field coupling on a space of nonzero
dimension, the partition function does not vanish at any field. -/
theorem partitionFunction_ne_zero [Nonempty n] (β : ℝ) {H M : Matrix n n ℂ}
    (hH : H.IsHermitian) (hM : M.IsHermitian) (e : ℝ) :
    partitionFunction β H M e ≠ 0 := by
  intro hz
  -- the Boltzmann operator is the square of the one at half the inverse temperature
  let S : Matrix n n ℂ := (-(β / 2)) • (H + e • M)
  have hS : Sᴴ = S := by
    simp only [S, Matrix.conjTranspose_smul, Matrix.conjTranspose_add, hH.eq, hM.eq,
      star_trivial]
  have hSS : -(β • (H + e • M)) = S + S := by
    simp only [S]
    module
  have hE : (NormedSpace.exp S)ᴴ = NormedSpace.exp S := by
    rw [← Matrix.exp_conjTranspose, hS]
  unfold partitionFunction boltzmann at hz
  rw [hSS, Matrix.exp_add_of_commute S S (Commute.refl S)] at hz
  have h0 : NormedSpace.exp S = 0 := by
    apply Matrix.trace_conjTranspose_mul_self_eq_zero_iff.mp
    rw [hE]
    exact hz
  have hu := Matrix.isUnit_exp S
  rw [h0] at hu
  exact not_isUnit_zero hu
```

`[Nonempty n]` requires dimension at least one, and H and M are now Hermitian. Put S = −(β/2)(H + eM), which is Hermitian too. Then

Z(e) = tr(exp(S) exp(S)) = tr(exp(S)† exp(S)) = Σᵢⱼ |exp(S)ᵢⱼ|²

This vanishes only if exp(S) = 0, which is impossible because exp(S) is invertible. Lean reaches the same contradiction from the assumption `hz` that Z(e) = 0.

```lean
/-- On a space of nonzero dimension, let the Hamiltonian and the field coupling be Hermitian, the
former even and the latter odd under parity. Then the partition function never vanishes, and the
thermal average of a parity-even property is even in the field with zero slope at zero field. -/
theorem thermalAverage_no_linear_term [Nonempty n] (β : ℝ) {H M W P : Matrix n n ℂ}
    (hHh : H.IsHermitian) (hMh : M.IsHermitian) (hP : P * P = 1)
    (hH : P * H * P = H) (hM : P * M * P = -M) (hW : P * W * P = W) :
    (∀ e, partitionFunction β H M e ≠ 0) ∧
    (∀ e, thermalAverage β H M W (-e) = thermalAverage β H M W e) ∧
    HasDerivAt (thermalAverage β H M W) 0 0 := by
  have hne := partitionFunction_ne_zero β hHh hMh
  -- the partition function is the weighted trace of the identity
  have hZ : partitionFunction β H M = weightedTrace β H M 1 := by
    funext e
    simp only [partitionFunction, weightedTrace, one_mul]
  have h1 : P * 1 * P = 1 := by rw [mul_one, hP]
  have heven : ∀ e, thermalAverage β H M W (-e) = thermalAverage β H M W e := by
    intro e
    unfold thermalAverage
    rw [hZ, weightedTrace_even β hP hH hM hW, weightedTrace_even β hP hH hM h1]
  have hdZ : DifferentiableAt ℝ (partitionFunction β H M) 0 := by
    rw [hZ]
    exact weightedTrace_differentiable β H M 1 0
  exact ⟨hne, heven, hasDerivAt_zero_of_even
    ((weightedTrace_differentiable β H M W 0).div hdZ (hne 0)) heven⟩
```

The main theorem has three parts, joined by `∧`: Z never vanishes, the thermal average is even, and its slope at zero field is zero. Since Z is the weighted trace of the identity, itself parity-even, Z is even and differentiable. The quotient w/Z inherits both properties, so the flatness argument applies again.

In a finite-basis calculation of such an average that is meant to respect these symmetries, a linear field term therefore means that a symmetry has been broken or that there is a numerical or coding error.

The same argument with PWP = −W makes the average odd in e, so it vanishes at zero field; a thermally averaged dipole component is an example.

## A two-level check and an odd property

```lean
/-- The Pauli matrix `σx`. -/
def sigmaX : Matrix (Fin 2) (Fin 2) ℂ := !![0, 1; 1, 0]
```

σx exchanges the two basis states.

```lean
/-- The Pauli matrix `σz`. -/
def sigmaZ : Matrix (Fin 2) (Fin 2) ℂ := !![1, 0; 0, -1]
```

σz gives them opposite signs, and so can serve as parity.

```lean
/-- The two-level system with `P = H = W = σz` and `M = σx` has Hermitian `H` and `M`
and satisfies all the parity relations. -/
theorem parity_witness :
    sigmaZ.IsHermitian ∧ sigmaX.IsHermitian ∧ sigmaZ * sigmaZ = 1 ∧
    sigmaZ * sigmaZ * sigmaZ = sigmaZ ∧ sigmaZ * sigmaX * sigmaZ = -sigmaX := by
  unfold Matrix.IsHermitian
  refine ⟨?_, ?_, ?_, ?_, ?_⟩ <;> ext i j <;> fin_cases i <;> fin_cases j <;>
    simp [sigmaX, sigmaZ, Matrix.mul_apply, Fin.sum_univ_two]
```

Taking P = H = W = σz and M = σx satisfies every hypothesis of the main theorem. The relation σz³ = σz covers both H and W. Lean checks the matrices entry by entry.

```lean
open scoped Matrix.Norms.Operator in
/-- The property `σx` is odd under the parity `σz`; for `H = 0` and field coupling `σx`
its weighted trace has slope `-2β` at zero field. -/
theorem odd_property_linear_term (β : ℝ) :
    sigmaZ * sigmaX * sigmaZ = -sigmaX ∧
    HasDerivAt (weightedTrace β 0 sigmaX sigmaX) (-2 * (β : ℂ)) 0 := by
  refine ⟨parity_witness.2.2.2.2, ?_⟩
  let L : Matrix (Fin 2) (Fin 2) ℂ →ₗ[ℝ] ℂ :=
    (Matrix.traceLinearMap (Fin 2) ℝ ℂ).comp (LinearMap.mulLeft ℝ sigmaX)
  have h := hasDerivAt_exp_smul_const (-(β • sigmaX)) (0 : ℝ)
  have h2 := (LinearMap.toContinuousLinearMap L).hasFDerivAt.comp_hasDerivAt (0 : ℝ) h
  -- the weighted trace is a linear functional of the exponential
  have hf : weightedTrace β 0 sigmaX sigmaX = (LinearMap.toContinuousLinearMap L) ∘
      (fun u : ℝ => NormedSpace.exp (u • (-(β • sigmaX)))) := by
    funext e
    have hk : -(β • ((0 : Matrix (Fin 2) (Fin 2) ℂ) + e • sigmaX))
        = e • (-(β • sigmaX)) := by module
    change trace (sigmaX * NormedSpace.exp (-(β • (0 + e • sigmaX))))
      = trace (sigmaX * NormedSpace.exp (e • (-(β • sigmaX))))
    rw [hk]
  -- at zero field the exponential is the identity
  have hv : -2 * (β : ℂ) = (LinearMap.toContinuousLinearMap L)
      (NormedSpace.exp ((0 : ℝ) • (-(β • sigmaX))) * (-(β • sigmaX))) := by
    change -2 * (β : ℂ) = trace (sigmaX *
      (NormedSpace.exp ((0 : ℝ) • (-(β • sigmaX))) * (-(β • sigmaX))))
    rw [zero_smul, NormedSpace.exp_zero, one_mul]
    simp [sigmaX, Matrix.trace_fin_two]
    ring
  rw [hf, hv]
  exact h2

end

end RamseyShieldingParity
```

Here W = M = σx is odd and H = 0. Since σx² = 1,

w′(0) = −β tr(σx²) = −2β

For β ≠ 0 a linear term survives, which shows that the evenness of W matters. After division by Z(0) = 2, with w(0) = 0, the normalised average has slope −β. The Lean proof differentiates the exponential and then applies the linear map A ↦ tr(σx A).

```lean
#print axioms RamseyShieldingParity.weightedTrace_no_linear_term
#print axioms RamseyShieldingParity.thermalAverage_no_linear_term
#print axioms RamseyShieldingParity.odd_property_linear_term
```

```
'RamseyShieldingParity.weightedTrace_no_linear_term' depends on axioms: [propext, Classical.choice, Quot.sound]
'RamseyShieldingParity.thermalAverage_no_linear_term' depends on axioms: [propext, Classical.choice, Quot.sound]
'RamseyShieldingParity.odd_property_linear_term' depends on axioms: [propext, Classical.choice, Quot.sound]
```
